# The AKLT structure factor and its single-mode energy, lowest at k = π

In the infinite AKLT spin-1 chain the static structure factor of S^z is, for every real k,

S(k) = 2(1 − cos k)/(5 + 3 cos k).

Energies refer to the Hamiltonian Σ [S·S + (1/3)(S·S)²] over neighbouring spins, with unit coupling. Given its oscillator strength (20/27)(1 − cos k), the single-mode energy for cos k ≠ 1 is

ω(k) = (20/27)(1 − cos k)/S(k) = (10/27)(5 + 3 cos k).

Its least value is 20/27, taken exactly when cos k = −1, for instance at k = π. The correlations behind S(k) are computed from the matrix product state; the oscillator strength is an input.

## Spin correlations carried by a two-dimensional bond

The AKLT state is a matrix product state with 2×2 matrices. Let σ⁺, σᶻ and σ⁻ be the raising, diagonal Pauli and lowering matrices on the bond space. Up to signs, which cancel below, the tensors for S^z = 1, 0, −1 are √(2/3) σ⁺, √(1/3) σᶻ and √(2/3) σ⁻. A site carrying the observable f(S^z) therefore acts on a bond matrix X by

E_f(X) = (2/3) f(1) σ⁺Xσ⁻ + (1/3) f(0) σᶻXσᶻ + (2/3) f(−1) σ⁻Xσ⁺.

Write E for the map with f = 1 and E_m for the map with f(m) = m. The map E preserves both the identity 1 and the trace, and it multiplies each of the three Pauli matrices by −1/3. Applied many times, it therefore takes any X towards (½ tr X)·1. In the infinite chain the sites to the left and right of the observables can thus be replaced by the identity on one side and ½ tr on the other. For spins at distance r + 1, with r ≥ 0 sites in between, the correlation is

C(r+1) = ½ tr E_m(Eʳ(E_m(1))).

On a single site, C(0) is ½ tr E_f(1) with f(m) = m². The structure factor is

S(k) = C(0) + 2 Σ_{r≥0} C(r+1) cos(k(r+1)).

The single-mode energy is the mean excitation energy of the trial state made by applying the Fourier component of S^z at momentum k to the ground state. For a periodic chain of N sites with Hamiltonian H, write this component as A = N^(−1/2) Σ_j e^{ikj} S^z_j. The numerator is then half the ground-state expectation of the double commutator [A†, [H, A]]. As N → ∞ this numerator tends to (20/27)(1 − cos k) for the Hamiltonian Σ [S·S + (1/3)(S·S)²] over neighbouring spins, with unit coupling. For this special model, ω(k) bounds the lowest excitation energy at momentum k from above; it does not prove a Haldane gap.

## The correlations, the series and the minimum in Lean

`siteMap f` is E_f, with `raise`, `pauliZ` and `lower` as the three bond matrices. `szCorr` is C, and its successor case puts r plain sites between the two spins. `structureFactor` and `singleModeEnergy` are S and ω, with k a real number and the lattice spacing set to one.

- `szCorr_eq` gives C(0) = 2/3 and C(r+1) = (4/3)(−1/3)^(r+1) for every natural r.
- `structureFactor_eq` says that the correlation series is summable for every real k and gives the closed form of S(k).
- `singleModeEnergy_eq` gives the formula for ω(k) under the hypothesis cos k ≠ 1.
- `singleModeEnergy_min` says that ω(π) = 20/27 and that this is the least element of the set of values with cos k ≠ 1.
- `singleModeEnergy_eq_min_iff` identifies the momenta at which this value occurs.

The condition cos k ≠ 1 excludes the momenta where S(k) = 0 and the trial state vanishes. Lean would assign the quotient 0/0 the value 0 there, which would spoil the minimum.

The infinite chain enters through the two boundary objects, not as a limit of finite chains. The file contains no Hamiltonian, so neither the ground-state property nor the oscillator strength is derived.

## From one bond matrix to the structure factor

Inserting S^z into the identity gives

E_m(1) = (2/3)(σ⁺σ⁻ − σ⁻σ⁺) = (2/3) σᶻ.

Since σ⁺σᶻσ⁻ = −σ⁺σ⁻ and σ⁻σᶻσ⁺ = σ⁻σ⁺, a plain site gives

E(σᶻ) = −(2/3) σᶻ + (1/3) σᶻ = −(1/3) σᶻ.

The second spin operator gives E_m(σᶻ) = −(2/3)·1, whose trace is −4/3. Therefore

C(r+1) = ½ · (−4/3) · (2/3)(−1/3)ʳ = (4/3)(−1/3)^(r+1).

On site, E_f(1) with f(m) = m² is (2/3)·1, so C(0) = 2/3.

For the cosine series, put z = −e^{ik}/3. Then |z| = 1/3, and

Σ_{r≥0} (−1/3)^(r+1) cos(k(r+1)) = Re Σ_{r≥0} z^(r+1) = Re[z/(1 − z)].

The real part is (Re z − |z|²)/|1 − z|². Here Re z − |z|² = −(3 cos k + 1)/9 and |1 − z|² = 2(5 + 3 cos k)/9, so the sum is

−(3 cos k + 1)/(2(5 + 3 cos k)).

The denominator is positive because cos k ≥ −1. Multiplying by 2 · 4/3 and adding the on-site term yields

S(k) = 2/3 − 4(3 cos k + 1)/(3(5 + 3 cos k))
= [2(5 + 3 cos k) − 4(3 cos k + 1)]/(3(5 + 3 cos k))
= 2(1 − cos k)/(5 + 3 cos k).

If cos k ≠ 1, the factor 1 − cos k cancels in the single-mode ratio:

ω(k) = (20/27)(5 + 3 cos k)/2 = (10/27)(5 + 3 cos k).

From cos k ≥ −1 it follows that ω(k) ≥ (10/27) · 2 = 20/27, with equality exactly when cos k = −1.

## The series at k = π/2

At k = π/2 only even distances contribute, with alternating signs:

S(π/2) = 2/3 + (8/3)(−1/9 + 1/81 − …) = 2/3 − (8/3)(1/10) = 2/5.

The closed form also gives 2/5. The single-mode energy is (20/27)/(2/5) = 50/27, in agreement with (10/27) · 5. Such values can test a matrix-product code at the AKLT point, though not for a general spin-1 chain.

## String correlations from the same map

Now give every site between the two spins the factor exp(iπS^z), which is −1 for S^z = ±1 and 1 for S^z = 0. By hand, the map for such a site sends σᶻ to (2/3) σᶻ + (1/3) σᶻ = σᶻ. The factor −1/3 per site has become 1, and the string correlation is

½ · (−4/3) · (2/3) = −4/9

at every distance r + 1. The ordinary correlation decays exponentially, while the string correlation does not decay at all.

## The complete Lean file

```lean
import Mathlib

open Matrix

namespace AKLTStructureFactor

noncomputable section

/-- The raising matrix on the two-dimensional bond space. -/
def raise : Matrix (Fin 2) (Fin 2) ℝ := !![0, 1; 0, 0]

/-- The lowering matrix on the two-dimensional bond space. -/
def lower : Matrix (Fin 2) (Fin 2) ℝ := !![0, 0; 1, 0]

/-- The diagonal Pauli matrix on the bond space. -/
def pauliZ : Matrix (Fin 2) (Fin 2) ℝ := !![1, 0; 0, -1]

/-- The action of one AKLT site on bond matrices, with the observable `f(S^z)` inserted;
the three terms belong to `S^z = 1, 0, -1`. -/
def siteMap (f : ℝ → ℝ) (X : Matrix (Fin 2) (Fin 2) ℝ) : Matrix (Fin 2) (Fin 2) ℝ :=
  (2 / 3 * f 1) • (raise * X * lower) + (1 / 3 * f 0) • (pauliZ * X * pauliZ)
    + (2 / 3 * f (-1)) • (lower * X * raise)

/-- The correlation of `S^z` at two sites a distance `r` apart in the infinite AKLT chain. -/
def szCorr : ℕ → ℝ
  | 0 => 1 / 2 * trace (siteMap (fun m => m ^ 2) 1)
  | r + 1 => 1 / 2 * trace (siteMap (fun m => m)
      ((siteMap (fun _ => 1))^[r] (siteMap (fun m => m) 1)))

/-- The static structure factor: the on-site term plus twice the cosine series of the
correlations at distances `1, 2, 3, …`. -/
def structureFactor (k : ℝ) : ℝ :=
  szCorr 0 + 2 * ∑' r : ℕ, szCorr (r + 1) * Real.cos (k * (r + 1))

/-- The single-mode energy, the oscillator strength `(20/27)(1 - cos k)` divided by the structure
factor; it is physically meaningful only for `cos k ≠ 1`. -/
def singleModeEnergy (k : ℝ) : ℝ :=
  20 / 27 * (1 - Real.cos k) / structureFactor k

/-- A site without insertion preserves the identity and the trace of bond matrices. -/
theorem siteMap_normalised :
    siteMap (fun _ => 1) 1 = 1 ∧ ∀ X, trace (siteMap (fun _ => 1) X) = trace X := by
  constructor
  · ext i j
    fin_cases i <;> fin_cases j <;>
      norm_num [siteMap, raise, lower, pauliZ, Matrix.mul_apply, Fin.sum_univ_succ]
  · intro X
    rw [Matrix.eta_fin_two X]
    simp [siteMap, raise, lower, pauliZ, Matrix.trace_fin_two]
    ring

/-- A site without insertion multiplies the diagonal Pauli matrix by `-1/3`. -/
theorem siteMap_pauliZ (a : ℝ) :
    siteMap (fun _ => 1) (a • pauliZ) = (-1 / 3 * a) • pauliZ := by
  ext i j
  fin_cases i <;> fin_cases j <;>
    simp [siteMap, raise, lower, pauliZ] <;> ring

/-- The AKLT correlations of `S^z` are `2/3` on site and `(4/3)(-1/3)^r` at every
distance `r ≥ 1`. -/
theorem szCorr_eq :
    szCorr 0 = 2 / 3 ∧ ∀ r : ℕ, szCorr (r + 1) = 4 / 3 * (-1 / 3) ^ (r + 1) := by
  constructor
  · norm_num [szCorr, siteMap, raise, lower, pauliZ, Matrix.trace_fin_two,
      Matrix.mul_apply, Fin.sum_univ_succ]
  · intro r
    -- the first spin operator creates a multiple of the diagonal Pauli matrix
    have h1 : siteMap (fun m => m) 1 = (2 / 3 : ℝ) • pauliZ := by
      ext i j
      fin_cases i <;> fin_cases j <;>
        norm_num [siteMap, raise, lower, pauliZ, Matrix.mul_apply, Fin.sum_univ_succ]
    -- each site in between contributes a factor -1/3
    have h2 : ∀ n : ℕ, (siteMap (fun _ => 1))^[n] ((2 / 3 : ℝ) • pauliZ)
        = (2 / 3 * (-1 / 3) ^ n : ℝ) • pauliZ := by
      intro n
      induction n with
      | zero => simp
      | succ n ih =>
        rw [Function.iterate_succ_apply', ih, siteMap_pauliZ]
        congr 1
        ring
    -- the second spin operator closes the chain
    have h3 : ∀ a : ℝ, trace (siteMap (fun m => m) (a • pauliZ)) = -4 / 3 * a := by
      intro a
      simp [siteMap, raise, lower, pauliZ, Matrix.trace_fin_two]
      ring
    rw [szCorr, h1, h2, h3]
    ring

/-- The cosine series with ratio `-1/3`, summed in closed form. -/
theorem hasSum_cosine (k : ℝ) :
    HasSum (fun r : ℕ => (-1 / 3 : ℝ) ^ (r + 1) * Real.cos (k * (r + 1)))
      (-(3 * Real.cos k + 1) / (2 * (5 + 3 * Real.cos k))) := by
  have hpos : 0 < 5 + 3 * Real.cos k := by linarith [Real.neg_one_le_cos k]
  obtain ⟨z, hz⟩ : ∃ z : ℂ, z = ((-1 / 3 : ℝ) : ℂ) * Complex.exp ((k : ℂ) * Complex.I) :=
    ⟨_, rfl⟩
  have hre : z.re = -1 / 3 * Real.cos k := by
    rw [hz, Complex.re_ofReal_mul, Complex.exp_ofReal_mul_I_re]
  have him : z.im = -1 / 3 * Real.sin k := by
    rw [hz, Complex.im_ofReal_mul, Complex.exp_ofReal_mul_I_im]
  have hlt : ‖z‖ < 1 := by
    rw [hz, norm_mul, Complex.norm_exp_ofReal_mul_I, Complex.norm_real, mul_one,
      Real.norm_eq_abs, abs_lt]
    constructor <;> norm_num
  -- the series is the real part of a complex geometric series
  have hsum := Complex.reCLM.hasSum ((hasSum_geometric_of_norm_lt_one hlt).mul_left z)
  have hterm : ∀ n : ℕ,
      (z * z ^ n).re = (-1 / 3 : ℝ) ^ (n + 1) * Real.cos (k * (n + 1)) := by
    intro n
    have h : z * z ^ n = (((-1 / 3 : ℝ) ^ (n + 1) : ℝ) : ℂ)
        * Complex.exp (((k * (n + 1) : ℝ) : ℂ) * Complex.I) := by
      rw [← pow_succ', hz, mul_pow, ← Complex.exp_nat_mul]
      push_cast
      ring_nf
    rw [h, Complex.re_ofReal_mul, Complex.exp_ofReal_mul_I_re]
  have hN : Complex.normSq (1 - z) = 2 * (5 + 3 * Real.cos k) / 9 := by
    rw [Complex.normSq_apply, Complex.sub_re, Complex.sub_im, Complex.one_re,
      Complex.one_im, hre, him]
    linear_combination (1 / 9) * Real.sin_sq_add_cos_sq k
  have hval : (z * (1 - z)⁻¹).re
      = -(3 * Real.cos k + 1) / (2 * (5 + 3 * Real.cos k)) := by
    calc (z * (1 - z)⁻¹).re
        = (-Real.cos k / 3 - (Real.cos k ^ 2 + Real.sin k ^ 2) / 9)
            / (2 * (5 + 3 * Real.cos k) / 9) := by
          rw [Complex.mul_re, Complex.inv_re, Complex.inv_im, hN, Complex.sub_re,
            Complex.sub_im, Complex.one_re, Complex.one_im, hre, him]
          ring
      _ = _ := by
          have h2 : 2 * (5 + 3 * Real.cos k) ≠ 0 := mul_ne_zero two_ne_zero hpos.ne'
          rw [Real.cos_sq_add_sin_sq, div_eq_div_iff (div_ne_zero h2 (by norm_num)) h2]
          ring
  simp only [Complex.reCLM_apply, hterm, hval] at hsum
  exact hsum

/-- The correlation series converges for every real `k`, and the AKLT structure factor is
`2(1 - cos k)/(5 + 3 cos k)`. -/
theorem structureFactor_eq (k : ℝ) :
    Summable (fun r : ℕ => szCorr (r + 1) * Real.cos (k * (r + 1))) ∧
      structureFactor k = 2 * (1 - Real.cos k) / (5 + 3 * Real.cos k) := by
  have hpos : 5 + 3 * Real.cos k ≠ 0 := fun h0 => by linarith [Real.neg_one_le_cos k]
  have h := (hasSum_cosine k).mul_left (4 / 3)
  have e : (fun r : ℕ => szCorr (r + 1) * Real.cos (k * (r + 1)))
      = fun r : ℕ => 4 / 3 * ((-1 / 3 : ℝ) ^ (r + 1) * Real.cos (k * (r + 1))) := by
    funext r
    rw [szCorr_eq.2, mul_assoc]
  rw [← e] at h
  refine ⟨h.summable, ?_⟩
  rw [structureFactor, h.tsum_eq, szCorr_eq.1]
  field_simp
  ring

/-- For `cos k ≠ 1` the single-mode energy is `(10/27)(5 + 3 cos k)`. -/
theorem singleModeEnergy_eq {k : ℝ} (hk : Real.cos k ≠ 1) :
    singleModeEnergy k = 10 / 27 * (5 + 3 * Real.cos k) := by
  have h : 2 * (1 - Real.cos k) ≠ 0 := mul_ne_zero two_ne_zero (sub_ne_zero.mpr hk.symm)
  rw [singleModeEnergy, (structureFactor_eq k).2, div_div_eq_mul_div, div_eq_iff h]
  ring

/-- The single-mode energy equals `20/27` at `k = π`, and this is its least value over all
`k` with `cos k ≠ 1`. -/
theorem singleModeEnergy_min :
    singleModeEnergy Real.pi = 20 / 27 ∧
      IsLeast (singleModeEnergy '' {k | Real.cos k ≠ 1}) (20 / 27) := by
  have hpi : Real.cos Real.pi ≠ 1 := by
    rw [Real.cos_pi]
    norm_num
  have hval : singleModeEnergy Real.pi = 20 / 27 := by
    rw [singleModeEnergy_eq hpi, Real.cos_pi]
    norm_num
  refine ⟨hval, ⟨Real.pi, hpi, hval⟩, ?_⟩
  rintro _ ⟨k, hk, rfl⟩
  rw [singleModeEnergy_eq hk]
  linarith [Real.neg_one_le_cos k]

/-- Among momenta with `cos k ≠ 1`, the value `20/27` is taken exactly when `cos k = -1`. -/
theorem singleModeEnergy_eq_min_iff {k : ℝ} (hk : Real.cos k ≠ 1) :
    singleModeEnergy k = 20 / 27 ↔ Real.cos k = -1 := by
  rw [singleModeEnergy_eq hk]
  constructor <;> intro h <;> linarith

end

end AKLTStructureFactor
```

```lean
#print axioms AKLTStructureFactor.siteMap_normalised
-- 'AKLTStructureFactor.siteMap_normalised' depends on axioms: [propext, Classical.choice, Quot.sound]
#print axioms AKLTStructureFactor.singleModeEnergy_min
-- 'AKLTStructureFactor.singleModeEnergy_min' depends on axioms: [propext, Classical.choice, Quot.sound]
#print axioms AKLTStructureFactor.singleModeEnergy_eq_min_iff
-- 'AKLTStructureFactor.singleModeEnergy_eq_min_iff' depends on axioms: [propext, Classical.choice, Quot.sound]
```

## Bond matrices entry by entry, then a geometric series

`siteMap_normalised` shows that plain sites leave the two boundary objects unchanged. The identity is checked entry by entry, and the trace statement is proved by writing X through its four entries. `siteMap_pauliZ` proves the factor −1/3 in the same way, for any multiple of σᶻ.

The proof of `szCorr_eq` follows the chain from one spin to the other. Its step `h1` is E_m(1) = (2/3) σᶻ. Step `h2` is an induction on the number of plain sites, each of which contributes −1/3 through `siteMap_pauliZ`. Step `h3` takes the trace after the second spin operator. Substituting the three into the definition leaves an identity between powers of −1/3, which `ring` settles.

`hasSum_cosine` carries out the complex summation. The bound `hlt` is |z| < 1, which gives convergence of the geometric series. Taking real parts is a continuous linear map, `Complex.reCLM`, so it can be applied term by term. `hterm` identifies each real part with a term of the cosine series. `hN` computes |1 − z|² using sin² k + cos² k = 1, and `hval` evaluates Re[z/(1 − z)].

In `structureFactor_eq` this series is multiplied by 4/3 and matched with the correlations. The result supplies both the summability and the value of the infinite sum; `field_simp` and `ring` then combine the fractions.

`singleModeEnergy_eq` uses cos k ≠ 1 to cancel the common factor. For `IsLeast`, the proof of `singleModeEnergy_min` shows that 20/27 is attained at π and that no allowed k gives less, the latter from `Real.neg_one_le_cos`. The equality case is a linear equation in cos k, solved in both directions by `linarith`.
